# The Tamm surface state of a half-line delta crystal: cotangent condition, decay factor and forbidden energies

## Which vacuum tails die out inside the crystal?

I describe the crystal by a 2×2 transfer matrix that carries the value and slope of the wave function across one cell, instead of by a Hamiltonian on the half line. A cell is free propagation over unit length at wave number k, followed by a delta that raises the slope by 2P times the value. Outside, for x < 0, the wave function is exp(κx), so the surface data are (1, κ). The claim is that, for sin k ≠ 0 and P ≠ 0, this solution decays into the crystal exactly when

k cot k = (k² + κ²)/(2P) − κ and |cos k + κ sin k/k| < 1,

and that the energy k² then lies outside the bands of the infinite crystal. Can this be made rigorous and checked in Lean, including the direction from decay to the cotangent condition?

## Decay forces the surface data to be an eigenvector

Yes. Decay is taken to mean that the value and slope after n cells both tend to zero as n → ∞. In units where the Schrödinger equation reads −ψ″ + Vψ = k²ψ, write M for the matrix of one cell and v = (1, κ) for the surface data, with components numbered 0 and 1.

Free propagation over unit length turns v into the value μ and the slope −k sin k + κ cos k, where

μ = cos k + κ sin k/k.

The delta leaves the value alone and adds 2Pμ to the slope. Hence

Mv = (μ, −k sin k + κ cos k + 2Pμ).

An eigenvalue for v can only be μ, because component 0 of v is 1. Component 1 must then equal κμ = κ cos k + κ² sin k/k, which gives

2P(cos k + κ sin k/k) = (k² + κ²) sin k/k.

Multiplying by k/(2P sin k) and moving κ to the right gives the cotangent condition. Every step is reversible.

Now suppose only that the data u(n) = Mⁿv tend to zero. Consider the Wronskian of neighbouring cells,

W(n) = u(n)₀ u(n+1)₁ − u(n)₁ u(n+1)₀.

A matrix multiplies the Wronskian of two vectors by its determinant, and det M = cos² k + sin² k = 1, so W(n) = W(0) for all n. But W(n) tends to zero, so W(0) = 0, that is,

(Mv)₁ = κ (Mv)₀.

Thus Mv is a multiple of v, and the cotangent condition follows. Then u(n) = μⁿv, whose component 0 is μⁿ, so decay requires |μ| < 1. Conversely, the two conditions make u(n) a geometric sequence that tends to zero.

To place the energy relative to the bands, note that the characteristic equation with determinant one gives

μ tr M = 1 + μ².

If |tr M| ≤ 2, then 1 + |μ|² ≤ 2|μ|, or (1 − |μ|)² ≤ 0, which contradicts |μ| < 1. So |tr M| > 2, the usual transfer-matrix criterion for an energy outside the bands of the infinite crystal. Such an energy lies either in a gap between two bands or below the lowest band.

At k = π/2 the cotangent vanishes, and for κ > 0 the condition is met by P = (k² + κ²)/(2κ). Here μ = κ/(π/2), so the solution decays exactly when κ < π/2. For κ ≥ π/2 the cotangent condition still holds, but there is no decay. The decaying state lies below the lowest band, since ½ tr M = cos k + P sin k/k exceeds 1 at k = π/2 and, for P > 0, at all lower energies as well.

### What the Lean statements say about the physics

A vector of type `Fin 2 → ℝ` holds the value at index 0 and the slope at index 1. `cellMatrix k P` is M, with the delta at the right end of the cell; `vacuumData κ` is v, and `tammFactor k κ` is μ. The main theorem, `tamm_state_iff`, says that `(cellMatrix k P ^ n) *ᵥ vacuumData κ` tends to the zero vector if and only if both conditions hold. `eigenvector_iff` is the algebraic equivalence, `tamm_state_in_gap` gives the trace bound (the "gap" in its name means any energy outside the bands), and `quarter_wave_tamm_state` treats k = π/2.

The hypotheses are sin k ≠ 0, which also excludes k = 0, and P ≠ 0, so attractive deltas are covered as well as repulsive ones. Since k is real, only energies k² > 0 are treated. The sign of κ is free in the main theorem; a tail that decays into the vacuum needs κ > 0.

Two physical inputs are postulated. The slope jump stands for integrating the Schrödinger equation across a potential 2Pδ, and the surface data stand for continuity of ψ and ψ′ at x = 0. Free propagation, by contrast, is shown to solve ψ″ = −k²ψ. The parameters k and κ are independent: for a surface step of height V₀ one would set k² + κ² = V₀, and whether a solution k exists for given V₀ and P is not addressed.

In electronic structure, this is a one-dimensional, non-interacting model of how a surface can hold a state at an energy outside the bulk bands.

```lean
import Mathlib

open Matrix Filter Topology

namespace TammState

noncomputable section

/-- Free propagation of (value, slope) over a length `x` at wave number `k`, for `k ≠ 0`. -/
def freePropagator (k x : ℝ) : Matrix (Fin 2) (Fin 2) ℝ :=
  !![Real.cos (k * x), Real.sin (k * x) / k; -k * Real.sin (k * x), Real.cos (k * x)]

/-- A delta potential raises the slope by `2P` times the value. -/
def deltaJump (P : ℝ) : Matrix (Fin 2) (Fin 2) ℝ := !![1, 0; 2 * P, 1]

/-- Transfer matrix of one crystal cell: free propagation over unit length, then the delta. -/
def cellMatrix (k P : ℝ) : Matrix (Fin 2) (Fin 2) ℝ := deltaJump P * freePropagator k 1

/-- Value and slope at the surface `x = 0` of the vacuum wave function `exp (κ x)`. -/
def vacuumData (κ : ℝ) : Fin 2 → ℝ := ![1, κ]

/-- The factor `cos k + κ sin k / k`. -/
def tammFactor (k κ : ℝ) : ℝ := Real.cos k + κ * (Real.sin k / k)

/-- The free propagator starts at the identity, and the value and slope it produces
solve the free Schrödinger equation `ψ'' = -k² ψ`. -/
theorem freePropagator_solves {k : ℝ} (hk : k ≠ 0) (v : Fin 2 → ℝ) (x : ℝ) :
    freePropagator k 0 = 1 ∧
    HasDerivAt (fun y => (freePropagator k y *ᵥ v) 0) ((freePropagator k x *ᵥ v) 1) x ∧
    HasDerivAt (fun y => (freePropagator k y *ᵥ v) 1)
      (-k ^ 2 * (freePropagator k x *ᵥ v) 0) x := by
  have e0 : ∀ y, (freePropagator k y *ᵥ v) 0
      = Real.cos (k * y) * v 0 + Real.sin (k * y) / k * v 1 := by
    intro y; simp [freePropagator, Matrix.mulVec, dotProduct, Fin.sum_univ_two]
  have e1 : ∀ y, (freePropagator k y *ᵥ v) 1
      = -k * Real.sin (k * y) * v 0 + Real.cos (k * y) * v 1 := by
    intro y; simp [freePropagator, Matrix.mulVec, dotProduct, Fin.sum_univ_two]
  have hlin : HasDerivAt (fun y : ℝ => k * y) k x := by
    simpa using (hasDerivAt_id' x).const_mul k
  have hc := hlin.cos
  have hs := hlin.sin
  have hq : Real.sin (k * x) / k * k = Real.sin (k * x) := div_mul_cancel₀ _ hk
  simp only [e0, e1]
  refine ⟨?_, ?_, ?_⟩
  · ext i j
    fin_cases i <;> fin_cases j <;> simp [freePropagator]
  · refine ((hc.mul_const (v 0)).fun_add ((hs.div_const k).mul_const (v 1))).congr_deriv ?_
    rw [mul_div_cancel_right₀ _ hk]
    ring
  · refine (((hs.const_mul (-k)).mul_const (v 0)).fun_add (hc.mul_const (v 1))).congr_deriv ?_
    linear_combination k * v 1 * hq

/-- The four entries of the cell matrix. -/
theorem cellMatrix_eq (k P : ℝ) : cellMatrix k P =
    !![Real.cos k, Real.sin k / k;
       2 * P * Real.cos k + -k * Real.sin k, 2 * P * (Real.sin k / k) + Real.cos k] := by
  ext i j
  fin_cases i <;> fin_cases j <;>
    simp [cellMatrix, deltaJump, freePropagator, Matrix.mul_apply, Fin.sum_univ_two]

/-- The cell matrix has determinant one. -/
theorem cellMatrix_det {k : ℝ} (hk : k ≠ 0) (P : ℝ) : (cellMatrix k P).det = 1 := by
  have hq : Real.sin k / k * k = Real.sin k := div_mul_cancel₀ _ hk
  rw [cellMatrix_eq, Matrix.det_fin_two_of]
  linear_combination Real.sin k * hq + Real.sin_sq_add_cos_sq k

/-- The vacuum data are an eigenvector of the cell matrix with eigenvalue `μ` exactly when
`μ = cos k + κ sin k / k` and `k cot k = (k² + κ²)/(2P) - κ`. -/
theorem eigenvector_iff {k P : ℝ} (hs : Real.sin k ≠ 0) (hP : P ≠ 0) (κ μ : ℝ) :
    cellMatrix k P *ᵥ vacuumData κ = μ • vacuumData κ ↔
      μ = tammFactor k κ ∧ k * Real.cot k = (k ^ 2 + κ ^ 2) / (2 * P) - κ := by
  have hk : k ≠ 0 := by rintro rfl; simp at hs
  have hq : Real.sin k / k * k = Real.sin k := div_mul_cancel₀ _ hk
  -- the cotangent condition, cleared of denominators
  have e : k * Real.cot k - ((k ^ 2 + κ ^ 2) / (2 * P) - κ)
      = (2 * P * (Real.cos k + κ * (Real.sin k / k)) - Real.sin k / k * (k ^ 2 + κ ^ 2))
        * (k / (2 * P * Real.sin k)) := by
    rw [Real.cot_eq_cos_div_sin]
    first
      | (field_simp; done)
      | (field_simp; ring)
  have hf : k / (2 * P * Real.sin k) ≠ 0 :=
    div_ne_zero hk (mul_ne_zero (mul_ne_zero two_ne_zero hP) hs)
  have hv : cellMatrix k P *ᵥ vacuumData κ = ![Real.cos k + Real.sin k / k * κ,
      2 * P * Real.cos k + -k * Real.sin k + (2 * P * (Real.sin k / k) + Real.cos k) * κ] := by
    rw [cellMatrix_eq]
    ext i
    fin_cases i <;> simp [vacuumData, Matrix.mulVec, dotProduct, Fin.sum_univ_two]
  rw [hv]
  constructor
  · intro h
    have h0 : Real.cos k + Real.sin k / k * κ = μ * 1 := congrFun h 0
    have h1 : 2 * P * Real.cos k + -k * Real.sin k
        + (2 * P * (Real.sin k / k) + Real.cos k) * κ = μ * κ := congrFun h 1
    refine ⟨by unfold tammFactor; linear_combination -h0, sub_eq_zero.mp ?_⟩
    rw [e, mul_eq_zero]
    left
    linear_combination h1 - κ * h0 - k * hq
  · rintro ⟨hμ, h⟩
    have hc := (mul_eq_zero.mp (e.symm.trans (sub_eq_zero.mpr h))).resolve_right hf
    unfold tammFactor at hμ
    ext i
    fin_cases i
    · change Real.cos k + Real.sin k / k * κ = μ * 1
      linear_combination -hμ
    · change 2 * P * Real.cos k + -k * Real.sin k
        + (2 * P * (Real.sin k / k) + Real.cos k) * κ = μ * κ
      linear_combination hc - κ * hμ + k * hq

/-- If a real 2×2 matrix `M` sends `v` to `μ • v`, then `M ^ n` sends `v` to `μ ^ n • v`. -/
theorem pow_mulVec {M : Matrix (Fin 2) (Fin 2) ℝ} {v : Fin 2 → ℝ} {μ : ℝ}
    (h : M *ᵥ v = μ • v) (n : ℕ) : (M ^ n) *ᵥ v = μ ^ n • v := by
  induction n with
  | zero => simp
  | succ n ih =>
    rw [pow_succ, ← Matrix.mulVec_mulVec, h, Matrix.mulVec_smul, ih, smul_smul, pow_succ']

/-- A linear map of the plane multiplies the Wronskian of two data vectors by its determinant. -/
theorem wronskian_mulVec (M : Matrix (Fin 2) (Fin 2) ℝ) (u v : Fin 2 → ℝ) :
    (M *ᵥ u) 0 * (M *ᵥ v) 1 - (M *ᵥ u) 1 * (M *ᵥ v) 0
      = M.det * (u 0 * v 1 - u 1 * v 0) := by
  simp only [Matrix.mulVec, dotProduct, Fin.sum_univ_two, Matrix.det_fin_two]
  ring

/-- The wave function matched to the vacuum data has value and slope tending to zero deep in the
crystal exactly when `k cot k = (k² + κ²)/(2P) - κ` and `|cos k + κ sin k / k| < 1`. -/
theorem tamm_state_iff {k P : ℝ} (hs : Real.sin k ≠ 0) (hP : P ≠ 0) (κ : ℝ) :
    Tendsto (fun n : ℕ => (cellMatrix k P ^ n) *ᵥ vacuumData κ) atTop (𝓝 0) ↔
      k * Real.cot k = (k ^ 2 + κ ^ 2) / (2 * P) - κ ∧ |tammFactor k κ| < 1 := by
  have hk : k ≠ 0 := by rintro rfl; simp at hs
  constructor
  · intro h
    have t0 : Tendsto (fun n : ℕ => ((cellMatrix k P ^ n) *ᵥ vacuumData κ) 0) atTop (𝓝 0) :=
      tendsto_pi_nhds.mp h 0
    have t1 : Tendsto (fun n : ℕ => ((cellMatrix k P ^ n) *ᵥ vacuumData κ) 1) atTop (𝓝 0) :=
      tendsto_pi_nhds.mp h 1
    -- the Wronskian of neighbouring cells is constant and tends to zero
    have hw := (t0.mul (t1.comp (tendsto_add_atTop_nat 1))).sub
      (t1.mul (t0.comp (tendsto_add_atTop_nat 1)))
    have hconst : ∀ n : ℕ,
        ((cellMatrix k P ^ n) *ᵥ vacuumData κ) 0 * ((cellMatrix k P ^ (n + 1)) *ᵥ vacuumData κ) 1
        - ((cellMatrix k P ^ n) *ᵥ vacuumData κ) 1
          * ((cellMatrix k P ^ (n + 1)) *ᵥ vacuumData κ) 0
        = 1 * (cellMatrix k P *ᵥ vacuumData κ) 1 - κ * (cellMatrix k P *ᵥ vacuumData κ) 0 := by
      intro n
      rw [pow_succ, ← Matrix.mulVec_mulVec, wronskian_mulVec, Matrix.det_pow,
        cellMatrix_det hk, one_pow, one_mul]
      rfl
    simp only [Function.comp_def, hconst, mul_zero, sub_zero] at hw
    have hz := tendsto_nhds_unique tendsto_const_nhds hw
    -- hence the vacuum data are an eigenvector
    have hv : cellMatrix k P *ᵥ vacuumData κ
        = (cellMatrix k P *ᵥ vacuumData κ) 0 • vacuumData κ := by
      ext i
      fin_cases i
      · change (cellMatrix k P *ᵥ vacuumData κ) 0 = (cellMatrix k P *ᵥ vacuumData κ) 0 * 1
        ring
      · change (cellMatrix k P *ᵥ vacuumData κ) 1 = (cellMatrix k P *ᵥ vacuumData κ) 0 * κ
        linear_combination hz
    obtain ⟨hμ, hc⟩ := (eigenvector_iff hs hP κ _).mp hv
    have hv' := (eigenvector_iff hs hP κ _).mpr ⟨rfl, hc⟩
    refine ⟨hc, tendsto_pow_atTop_nhds_zero_iff.mp ?_⟩
    refine t0.congr fun n => ?_
    rw [pow_mulVec hv' n]
    simp [vacuumData]
  · rintro ⟨hc, hμ⟩
    have hv := (eigenvector_iff hs hP κ _).mpr ⟨rfl, hc⟩
    simp only [pow_mulVec hv]
    simpa using (tendsto_pow_atTop_nhds_zero_of_abs_lt_one hμ).smul_const (vacuumData κ)

/-- If `k cot k = (k² + κ²)/(2P) - κ` and `|cos k + κ sin k / k| < 1`, then the cell matrix
satisfies `|tr M| > 2`. -/
theorem tamm_state_in_gap {k P κ : ℝ} (hs : Real.sin k ≠ 0) (hP : P ≠ 0)
    (hc : k * Real.cot k = (k ^ 2 + κ ^ 2) / (2 * P) - κ) (hμ : |tammFactor k κ| < 1) :
    2 < |(cellMatrix k P).trace| := by
  have hk : k ≠ 0 := by rintro rfl; simp at hs
  have hv := (eigenvector_iff hs hP κ _).mpr ⟨rfl, hc⟩
  have hd := cellMatrix_det hk P
  generalize tammFactor k κ = μ at hv hμ
  generalize cellMatrix k P = M at hv hd ⊢
  have h0 := congrFun hv 0
  have h1 := congrFun hv 1
  simp only [vacuumData, Matrix.mulVec, dotProduct, Fin.sum_univ_two, Pi.smul_apply,
    smul_eq_mul, Matrix.cons_val_zero, Matrix.cons_val_one] at h0 h1
  rw [Matrix.det_fin_two] at hd
  -- the characteristic equation at determinant one
  have hchar : M.trace * μ = 1 + μ ^ 2 := by
    rw [Matrix.trace_fin_two]
    linear_combination M 0 1 * h1 + (μ - M 1 1) * h0 + hd
  have habs : |M.trace| * |μ| = 1 + |μ| ^ 2 := by
    rw [← abs_mul, hchar, sq_abs, abs_of_pos (by positivity)]
  by_contra hle
  have hb := mul_le_mul_of_nonneg_right (not_lt.mp hle) (abs_nonneg μ)
  nlinarith [mul_pos (sub_pos.mpr hμ) (sub_pos.mpr hμ)]

/-- At `k = π/2` and `P = (k² + κ²)/(2κ)` with `κ > 0`, the wave function matched to the vacuum
data decays into the crystal exactly when `κ < π/2`. -/
theorem quarter_wave_tamm_state {κ : ℝ} (hκ : 0 < κ) :
    Tendsto (fun n : ℕ =>
      (cellMatrix (Real.pi / 2) (((Real.pi / 2) ^ 2 + κ ^ 2) / (2 * κ)) ^ n) *ᵥ vacuumData κ)
      atTop (𝓝 0) ↔ κ < Real.pi / 2 := by
  have hpi : 0 < Real.pi / 2 := by positivity
  have hX : 0 < (Real.pi / 2) ^ 2 + κ ^ 2 := by positivity
  have hs : Real.sin (Real.pi / 2) ≠ 0 := by rw [Real.sin_pi_div_two]; exact one_ne_zero
  rw [tamm_state_iff hs (by positivity)]
  have hc : Real.pi / 2 * Real.cot (Real.pi / 2) = ((Real.pi / 2) ^ 2 + κ ^ 2)
      / (2 * (((Real.pi / 2) ^ 2 + κ ^ 2) / (2 * κ))) - κ := by
    rw [Real.cot_eq_cos_div_sin, Real.cos_pi_div_two, zero_div, mul_zero]
    generalize (Real.pi / 2) ^ 2 + κ ^ 2 = X at hX
    have hX' : X ≠ 0 := hX.ne'
    have h2 : X / (2 * (X / (2 * κ))) = κ := by field_simp
    rw [h2, sub_self]
  have hf : tammFactor (Real.pi / 2) κ = κ / (Real.pi / 2) := by
    rw [tammFactor, Real.cos_pi_div_two, Real.sin_pi_div_two, zero_add, mul_one_div]
  rw [hf, abs_of_pos (div_pos hκ hpi), div_lt_one hpi]
  exact ⟨fun h => h.2, fun h => ⟨hc, h⟩⟩

end

end TammState
```

```lean
#print axioms TammState.freePropagator_solves
-- 'TammState.freePropagator_solves' depends on axioms: [propext, Classical.choice, Quot.sound]
#print axioms TammState.tamm_state_in_gap
-- 'TammState.tamm_state_in_gap' depends on axioms: [propext, Classical.choice, Quot.sound]
#print axioms TammState.quarter_wave_tamm_state
-- 'TammState.quarter_wave_tamm_state' depends on axioms: [propext, Classical.choice, Quot.sound]
```

### How the proof follows the calculation

`freePropagator_solves` differentiates the two components explicitly. `cellMatrix_eq` multiplies out the matrix, and `cellMatrix_det` reduces the determinant to sin² k + cos² k = 1.

In `eigenvector_iff`, the identity `e` writes the difference of the two sides of the cotangent condition as the cleared equation times k/(2P sin k). Since `hf` says that this factor is nonzero, one vanishes exactly when the other does. The `linear_combination` steps then compare components.

`wronskian_mulVec` is the determinant rule. In `tamm_state_iff` it is applied to Mⁿ acting on v and Mv, which gives the constancy `hconst`. The limit `hw` and uniqueness of limits yield W(0) = 0, named `hz`, from which `hv` reads off the eigenvector equation. `pow_mulVec` supplies the powers μⁿ, and Mathlib's criterion for powers tending to zero gives |μ| < 1. The converse uses the same geometric sequence.

In `tamm_state_in_gap`, `hchar` is the characteristic equation and `habs` its absolute value. The final `nlinarith` uses (1 − |μ|)² > 0 to refute |tr M| ≤ 2. `quarter_wave_tamm_state` checks the cotangent condition at k = π/2, evaluates μ, and applies the main theorem.
